# A conductivity tensor unchanged by a quarter turn about z has only in-plane, Hall and axial parts

If a conductivity tensor is unchanged by a rotation of 90 degrees about the z axis, its two in-plane diagonal entries are equal, its xy and yx entries are opposite, and every entry mixing z with x or y vanishes. In the file the conductivity is any real 3×3 matrix `s`, with no symmetry or positivity assumed, and the hypothesis is `rotZ * s * rotZᵀ = s`. The conclusion is that real numbers `a`, `b` and `c` exist with `s = hallTensor a b c`. The proof reads six entry equations off the hypothesis, takes `a`, `b` and `c` to be the entries `s 0 0`, `s 0 1` and `s 2 2`, and checks the nine entries with `simp` and `linarith`.

In Lean, a first try:

```lean
import Mathlib

open Matrix

namespace MagneticHallConductivity

noncomputable section

/-- Real second-rank tensors in three dimensions, written as matrices. -/
abbrev Tensor := Matrix (Fin 3) (Fin 3) ℝ

/-- The rotation by 90 degrees about the z axis. -/
def rotZ : Tensor := !![0, -1, 0; 1, 0, 0; 0, 0, 1]

/-- The conductivity with in-plane part `a`, Hall part `b` and axial part `c`. -/
def hallTensor (a b c : ℝ) : Tensor := !![a, b, 0; -b, a, 0; 0, 0, c]

/-- A conductivity invariant under the fourfold rotation about z has the Hall form. -/
theorem hall_form_of_fourfold {s : Tensor} (h : rotZ * s * rotZᵀ = s) :
    ∃ a b c : ℝ, s = hallTensor a b c := by
  -- compare the entries of the rotated and the original tensor
  have h00 := congrFun (congrFun h 0) 0
  have h01 := congrFun (congrFun h 0) 1
  have h02 := congrFun (congrFun h 0) 2
  have h12 := congrFun (congrFun h 1) 2
  have h20 := congrFun (congrFun h 2) 0
  have h21 := congrFun (congrFun h 2) 1
  simp [rotZ, Matrix.mul_apply, Fin.sum_univ_three] at h00 h01 h02 h12 h20 h21
  refine ⟨s 0 0, s 0 1, s 2 2, ?_⟩
  ext i j
  fin_cases i <;> fin_cases j <;> simp [hallTensor] <;> linarith

end

end MagneticHallConductivity
```

Messages:

```
Main.lean:31:56: error: linarith failed to find a contradiction
case «0».«2».h1
s : Tensor
h : rotZ * s * rotZᵀ = s
h00 : -(![0, -1, 0] ᵥ* s) 1 = s 0 0
h01 : (![0, -1, 0] ᵥ* s) 0 = s 0 1
h02 : (![0, -1, 0] ᵥ* s) 2 = s 0 2
h12 : (![1, 0, 0] ᵥ* s) 2 = s 1 2
h20 : -(![0, 0, 1] ᵥ* s) 1 = s 2 0
h21 : (![0, 0, 1] ᵥ* s) 0 = s 2 1
a✝ : s 0 2 < 0
⊢ False
failed
Main.lean:31:56: error: linarith failed to find a contradiction
case «1».«0».h1
s : Tensor
h : rotZ * s * rotZᵀ = s
h00 : -(![0, -1, 0] ᵥ* s) 1 = s 0 0
h01 : (![0, -1, 0] ᵥ* s) 0 = s 0 1
h02 : (![0, -1, 0] ᵥ* s) 2 = s 0 2
h12 : (![1, 0, 0] ᵥ* s) 2 = s 1 2
h20 : -(![0, 0, 1] ᵥ* s) 1 = s 2 0
h21 : (![0, 0, 1] ᵥ* s) 0 = s 2 1
a✝ : s 1 0 < -s 0 1
⊢ False
failed
Main.lean:31:56: error: linarith failed to find a contradiction
case «1».«1».h1
s : Tensor
h : rotZ * s * rotZᵀ = s
h00 : -(![0, -1, 0] ᵥ* s) 1 = s 0 0
h01 : (![0, -1, 0] ᵥ* s) 0 = s 0 1
h02 : (![0, -1, 0] ᵥ* s) 2 = s 0 2
h12 : (![1, 0, 0] ᵥ* s) 2 = s 1 2
h20 : -(![0, 0, 1] ᵥ* s) 1 = s 2 0
h21 : (![0, 0, 1] ᵥ* s) 0 = s 2 1
a✝ : s 1 1 < s 0 0
⊢ False
failed
Main.lean:31:56: error: linarith failed to find a contradiction
case «1».«2».h1
s : Tensor
h : rotZ * s * rotZᵀ = s
h00 : -(![0, -1, 0] ᵥ* s) 1 = s 0 0
h01 : (![0, -1, 0] ᵥ* s) 0 = s 0 1
h02 : (![0, -1, 0] ᵥ* s) 2 = s 0 2
h12 : (![1, 0, 0] ᵥ* s) 2 = s 1 2
h20 : -(![0, 0, 1] ᵥ* s) 1 = s 2 0
h21 : (![0, 0, 1] ᵥ* s) 0 = s 2 1
a✝ : s 1 2 < 0
⊢ False
failed
Main.lean:31:56: error: linarith failed to find a contradiction
case «2».«0».h1
s : Tensor
h : rotZ * s * rotZᵀ = s
h00 : -(![0, -1, 0] ᵥ* s) 1 = s 0 0
h01 : (![0, -1, 0] ᵥ* s) 0 = s 0 1
h02 : (![0, -1, 0] ᵥ* s) 2 = s 0 2
h12 : (![1, 0, 0] ᵥ* s) 2 = s 1 2
h20 : -(![0, 0, 1] ᵥ* s) 1 = s 2 0
h21 : (![0, 0, 1] ᵥ* s) 0 = s 2 1
a✝ : s 2 0 < 0
⊢ False
failed
Main.lean:31:56: error: linarith failed to find a contradiction
case «2».«1».h1
s : Tensor
h : rotZ * s * rotZᵀ = s
h00 : -(![0, -1, 0] ᵥ* s) 1 = s 0 0
h01 : (![0, -1, 0] ᵥ* s) 0 = s 0 1
h02 : (![0, -1, 0] ᵥ* s) 2 = s 0 2
h12 : (![1, 0, 0] ᵥ* s) 2 = s 1 2
h20 : -(![0, 0, 1] ᵥ* s) 1 = s 2 0
h21 : (![0, 0, 1] ᵥ* s) 0 = s 2 1
a✝ : s 2 1 < 0
⊢ False
failed
```

What went wrong. All six errors are the same: `linarith` could not prove one of the entry equations that `simp` had left open. The equations it needed were there, but in a form it could not use. The first `simp` had turned the product of the explicit matrix with `s` into row-times-matrix products, and stopped at terms such as `(![0, -1, 0] ᵥ* s) 1`. `linarith` does not unfold these; it treats each as an unknown number, unrelated to the entry `s 1 1`. So `h00` could not tell it that `s 1 1 = s 0 0`.

The repair gives `simp` the definitions `Matrix.vecMul` and `dotProduct`, which turn each such term into a sum over three indices. `Fin.sum_univ_three`, already in the list, writes the sum out, and the zeros and ones simplify away. The hypotheses then relate entries of `s` directly: `h02` and `h12`, for example, say that `-s 1 2 = s 0 2` and `s 0 2 = s 1 2`, so both entries are zero. The line break before `at` is only layout.

The repair, with which the file compiles:

```diff
@@ -26,5 +26,6 @@
   have h20 := congrFun (congrFun h 2) 0
   have h21 := congrFun (congrFun h 2) 1
-  simp [rotZ, Matrix.mul_apply, Fin.sum_univ_three] at h00 h01 h02 h12 h20 h21
+  simp [rotZ, Matrix.mul_apply, Matrix.vecMul, dotProduct, Fin.sum_univ_three]
+    at h00 h01 h02 h12 h20 h21
   refine ⟨s 0 0, s 0 1, s 2 2, ?_⟩
   ext i j
```
